# At Most Twofold Degeneracy in the Truncated Holstein Dimer with Nonzero Coupling

How many independent states can share one energy when an electron hops between two sites and pushes a vibration one way from the first site and the opposite way from the second? To turn this into a question about a finite matrix, the vibration is cut off: only states with at most N phonons are kept, for any N ≥ 0. The Hamiltonian is

H = w aᵀa + g σ_z (a + aᵀ) − t σ_x.

Here w is the phonon energy, g the electron-phonon coupling, t the hopping amplitude and a the truncated lowering matrix. The Pauli matrices act on the two sites. For real w and t and real g ≠ 0, every eigenspace of H has dimension at most two.

The model has one spinless electron and one vibration, the out-of-phase motion of the two sites. The in-phase motion couples only to the total charge and is left out. If each site has its own vibration of energy w, coupled with strength g₀ to the electron on that site, then g = g₀/√2. The theorems cover each finite N; the untruncated oscillator is not treated here.

## The Hamiltonian as a block matrix

```lean
import Mathlib

open Matrix

namespace HolsteinDimer

noncomputable section

/-- The phonon lowering matrix, truncated to the levels with at most `N` phonons. -/
def lower (N : ℕ) : Matrix (Fin (N + 1)) (Fin (N + 1)) ℂ :=
  Matrix.of fun m n => if (m : ℕ) + 1 = (n : ℕ) then ((Real.sqrt (n : ℕ) : ℝ) : ℂ) else 0
```

The type `Fin (N + 1)` contains the numbers 0, 1, …, N, which serve as phonon numbers. The matrix `lower N` is a, with entries

a_{n−1,n} = √n

and zeros elsewhere. The entries are real numbers regarded as complex ones, so the transpose aᵀ is the raising matrix.

```lean
/-- The phonon Hamiltonian `w aᵀa + g (a + aᵀ)` felt by an electron that stays on one site. -/
def phonon (w g : ℝ) (N : ℕ) : Matrix (Fin (N + 1)) (Fin (N + 1)) ℂ :=
  (w : ℂ) • ((lower N)ᵀ * lower N) + (g : ℂ) • (lower N + (lower N)ᵀ)
```

This is the oscillator as seen by an electron that stays on one site. Write it as

h(g) = w aᵀa + g (a + aᵀ).

The truncated aᵀa is still diagonal, with entries 0, 1, …, N.

```lean
/-- The Holstein dimer `w aᵀa + g σ_z (a + aᵀ) - t σ_x`, with one block for each site. -/
def holstein (w g t : ℝ) (N : ℕ) :
    Matrix (Fin (N + 1) ⊕ Fin (N + 1)) (Fin (N + 1) ⊕ Fin (N + 1)) ℂ :=
  fromBlocks (phonon w g N) (-(t : ℂ) • 1) (-(t : ℂ) • 1) (phonon w (-g) N)
```

The symbol `⊕` joins two copies of the phonon numbers, one for each site: `Sum.inl n` means n phonons with the electron on the first site, and `Sum.inr n` the same on the second. In blocks,

H = [ h(g), −t ; −t, h(−g) ],

where a semicolon separates the rows. The sign change of g is σ_z, and the off-diagonal blocks are −t σ_x.

## Parity and its sectors

```lean
/-- The phonon parity `(-1)^n`. -/
def phononSign (N : ℕ) : Matrix (Fin (N + 1)) (Fin (N + 1)) ℂ :=
  diagonal fun n : Fin (N + 1) => (-1 : ℂ) ^ (n : ℕ)

/-- The total parity: exchange of the sites together with the phonon parity. -/
def parity (N : ℕ) : Matrix (Fin (N + 1) ⊕ Fin (N + 1)) (Fin (N + 1) ⊕ Fin (N + 1)) ℂ :=
  fromBlocks 0 (phononSign N) (phononSign N) 0
```

The first matrix is S, diagonal with entries (−1)^n. The second is the total parity

P = [ 0, S ; S, 0 ],

which exchanges the sites and reverses the oscillator displacement.

```lean
/-- The phonon matrix `w aᵀa + g (a + aᵀ) - t p (-1)^n` of the sector of parity `p`. -/
def sectorMatrix (w g t : ℝ) (p : ℂ) (N : ℕ) : Matrix (Fin (N + 1)) (Fin (N + 1)) ℂ :=
  phonon w g N - ((t : ℂ) * p) • phononSign N
```

For a parity value p, this is the matrix

T = h(g) − t p S,

which acts on the phonon amplitudes of one site only.

```lean
/-- The eigenspace of the matrix `M` for the value `E`. -/
abbrev level {ι : Type*} [Fintype ι] [DecidableEq ι] (M : Matrix ι ι ℂ) (E : ℂ) :
    Submodule ℂ (ι → ℂ) :=
  Module.End.eigenspace (toLin' M) E
```

The name `level` stands for an eigenspace, that is, a space of states and not an energy. The energy `E` may be any complex number; if it is not an eigenvalue, the space contains only zero. Since H is real and symmetric, the dimension of an eigenspace is the usual multiplicity of the level.

```lean
/-- A state lies in the eigenspace exactly when it solves the eigenvalue equation. -/
theorem mem_level {ι : Type*} [Fintype ι] [DecidableEq ι] {M : Matrix ι ι ℂ} {E : ℂ}
    {ψ : ι → ℂ} : ψ ∈ level M E ↔ M *ᵥ ψ = E • ψ := by
  rw [level, Module.End.mem_eigenspace_iff, toLin'_apply]
```

This translates membership of the eigenspace into the familiar equation Mψ = Eψ. The symbol `*ᵥ` is a matrix acting on a vector, and `•` is multiplication by a number.

## Why parity is conserved

```lean
/-- The phonon parity squares to one and reverses the sign of the coupling. -/
theorem phononSign_symmetry (w g : ℝ) (N : ℕ) : phononSign N * phononSign N = 1 ∧
    phononSign N * phonon w g N = phonon w (-g) N * phononSign N := by
  constructor
  · rw [phononSign, diagonal_mul_diagonal, ← diagonal_one]
    congr 1
    funext n
    rw [← mul_pow]
    norm_num
  · have h : phononSign N * lower N = -(lower N * phononSign N) := by
      ext i j
      simp only [phononSign, diagonal_mul, mul_diagonal, Matrix.neg_apply, lower, of_apply]
      split_ifs with h1
      · rw [← h1, pow_succ]; ring
      · simp
    have h' : phononSign N * (lower N)ᵀ = -((lower N)ᵀ * phononSign N) := by
      have ht := congrArg transpose h
      simp only [transpose_mul, transpose_neg, phononSign, diagonal_transpose] at ht
      rw [phononSign, ht, neg_neg]
    have hn : phononSign N * ((lower N)ᵀ * lower N) = (lower N)ᵀ * lower N * phononSign N :=
      calc phononSign N * ((lower N)ᵀ * lower N)
          = phononSign N * (lower N)ᵀ * lower N := (mul_assoc _ _ _).symm
        _ = -((lower N)ᵀ * (phononSign N * lower N)) := by rw [h', neg_mul, mul_assoc]
        _ = (lower N)ᵀ * lower N * phononSign N := by rw [h, mul_neg, neg_neg, mul_assoc]
    simp only [phonon, mul_add, add_mul, Matrix.mul_smul, Matrix.smul_mul, hn, h, h',
      Complex.ofReal_neg]
    module
```

The theorem states S² = 1 and S h(g) = h(−g) S. The first holds because ((−1)^n)² = 1. For the second, compare the nonzero entries of Sa and aS:

(Sa)_{n−1,n} = (−1)^(n−1) √n = −(aS)_{n−1,n}.

Hence Sa = −aS, and transposing gives Saᵀ = −aᵀS. Two sign changes cancel in the product, so S aᵀa = aᵀa S. Only the coupling term changes sign.

In the proof, `h`, `h'` and `hn` are these three relations. The command `ext i j` compares matrices entry by entry, and `module` finishes identities that need only the rules for adding and scaling.

```lean
/-- The total parity squares to one and commutes with the Hamiltonian. -/
theorem parity_symmetry (w g t : ℝ) (N : ℕ) :
    parity N * parity N = 1 ∧ parity N * holstein w g t N = holstein w g t N * parity N := by
  obtain ⟨hS, h1⟩ := phononSign_symmetry w g N
  have h2 := (phononSign_symmetry w (-g) N).2
  rw [neg_neg] at h2
  constructor
  · simp [parity, fromBlocks_multiply, hS]
  · simp [parity, holstein, fromBlocks_multiply, h1, h2]
```

The theorem states P² = 1 and PH = HP. Multiplying the blocks gives

PH = [ −tS, S h(−g) ; S h(g), −tS ],

HP = [ −tS, h(g) S ; h(−g) S, −tS ].

These agree by the previous theorem, used once for g and once for −g.

## From two sites to one chain

```lean
/-- In a state of parity `p` the first site fixes the amplitudes on the second, and the
Hamiltonian acts on the first site as the sector matrix. -/
theorem sector_reduction (w g t : ℝ) {N : ℕ} {p : ℂ} {ψ : Fin (N + 1) ⊕ Fin (N + 1) → ℂ}
    (hψ : parity N *ᵥ ψ = p • ψ) :
    ψ ∘ Sum.inr = p • (phononSign N *ᵥ (ψ ∘ Sum.inl)) ∧
    (holstein w g t N *ᵥ ψ) ∘ Sum.inl = sectorMatrix w g t p N *ᵥ (ψ ∘ Sum.inl) := by
  rw [parity, fromBlocks_mulVec] at hψ
  have hl : phononSign N *ᵥ (ψ ∘ Sum.inr) = p • (ψ ∘ Sum.inl) := by
    funext n
    simpa using congrFun hψ (Sum.inl n)
  have h1 : ψ ∘ Sum.inr = p • (phononSign N *ᵥ (ψ ∘ Sum.inl)) := by
    rw [← mulVec_smul, ← hl, mulVec_mulVec, (phononSign_symmetry w g N).1, one_mulVec]
  refine ⟨h1, ?_⟩
  rw [holstein, fromBlocks_mulVec, Sum.elim_comp_inl, h1]
  simp only [sectorMatrix, sub_mulVec, smul_mulVec, one_mulVec]
  module
```

Let ψ have first-site part u and second-site part v, written `ψ ∘ Sum.inl` and `ψ ∘ Sum.inr` in Lean. The hypothesis `hψ` is Pψ = pψ, whose upper block reads Sv = pu. Multiplying by S gives

v = p S u.

The first-site part of Hψ is then

h(g) u − t v = (h(g) − t p S) u = T u.

These are the two statements of the theorem. The proof obtains them in the same order, as `h1` and then as the remaining goal.

```lean
/-- If each row of `T` is zero beyond the entry just right of the diagonal, and that entry is
nonzero wherever it exists, then a solution of `T φ = E φ` with `φ 0 = 0` is zero. -/
theorem eq_zero_of_chain {N : ℕ} {T : Matrix (Fin (N + 1)) (Fin (N + 1)) ℂ} {E : ℂ}
    {φ : Fin (N + 1) → ℂ} (hfar : ∀ i j : Fin (N + 1), (i : ℕ) + 1 < j → T i j = 0)
    (hnext : ∀ i j : Fin (N + 1), (i : ℕ) + 1 = j → T i j ≠ 0)
    (hφ : T *ᵥ φ = E • φ) (h0 : φ 0 = 0) : φ = 0 := by
  have key : ∀ k : ℕ, ∀ i : Fin (N + 1), (i : ℕ) = k → φ i = 0 := by
    intro k
    induction k using Nat.strong_induction_on with
    | _ k ih =>
      intro i hi
      cases k with
      | zero => rwa [show i = 0 from Fin.ext hi]
      | succ k =>
        have hlt := i.isLt
        obtain ⟨r, hr⟩ : ∃ r : Fin (N + 1), (r : ℕ) = k := ⟨⟨k, by omega⟩, rfl⟩
        -- row `k` of the eigenvalue equation contains only the amplitude `k + 1`
        have hsum : (T *ᵥ φ) r = T r i * φ i := by
          refine Finset.sum_eq_single i ?_ (fun h => absurd (Finset.mem_univ i) h)
          intro j _ hj
          have hne : (j : ℕ) ≠ i := fun h => hj (Fin.ext h)
          rcases lt_or_gt_of_ne hne with h | h
          · rw [ih j (by omega) j rfl, mul_zero]
          · have hT : T r j = 0 := hfar r j (by omega)
            exact mul_eq_zero_of_left hT _
        have hrow := congrFun hφ r
        rw [hsum, Pi.smul_apply, ih k (by omega) r hr, smul_zero] at hrow
        exact (mul_eq_zero.mp hrow).resolve_left (hnext r i (by omega))
  exact funext fun i => key i i rfl
```

This lemma concerns any matrix T that satisfies two conditions. `hfar` says that T_{ij} = 0 when j > i + 1, and `hnext` says that T_{i,i+1} ≠ 0. If Tφ = Eφ and φ_0 = 0, then φ = 0.

Suppose that φ_0, …, φ_k all vanish, with k < N. In row k of the eigenvalue equation, the terms up to φ_k vanish by this assumption, and those beyond φ_{k+1} vanish by `hfar`. What remains is

T_{k,k+1} φ_{k+1} = 0,

so φ_{k+1} = 0. Repeating this reaches every amplitude. For N = 0 the only amplitude is φ_0, and there is nothing further to show.

Lean performs the repetition by strong induction, which makes all earlier amplitudes available at each step. The reduced row is `hsum`, and `omega` settles the inequalities between indices.

```lean
/-- For nonzero electron-phonon coupling, the states of given energy and given parity span at
most one dimension. -/
theorem sector_nondegenerate (w t : ℝ) {g : ℝ} (hg : g ≠ 0) (N : ℕ) (E p : ℂ) :
    Module.finrank ℂ ↥(level (holstein w g t N) E ⊓ level (parity N) p) ≤ 1 := by
  have entry : ∀ i j : Fin (N + 1), (i : ℕ) < j →
      sectorMatrix w g t p N i j = (g : ℂ) * lower N i j := by
    intro i j h
    have hne : i ≠ j := fun e => by rw [e] at h; exact lt_irrefl _ h
    have hn : ((lower N)ᵀ * lower N) i j = 0 := by
      rw [Matrix.mul_apply]
      refine Finset.sum_eq_zero fun k _ => ?_
      simp only [transpose_apply, lower, of_apply]
      split_ifs
      · omega
      all_goals simp
    have hl : lower N j i = 0 := if_neg (by omega)
    simp only [sectorMatrix, phonon, phononSign, Matrix.sub_apply, Matrix.add_apply,
      Matrix.smul_apply, hn, diagonal_apply_ne _ hne, transpose_apply, hl, smul_eq_mul]
    ring
  -- the zero-phonon amplitude on the first site determines the state
  refine (LinearMap.finrank_le_finrank_of_injective (f := (LinearMap.proj (Sum.inl 0) :
    (Fin (N + 1) ⊕ Fin (N + 1) → ℂ) →ₗ[ℂ] ℂ).domRestrict
      (level (holstein w g t N) E ⊓ level (parity N) p)) ?_).trans_eq (Module.finrank_self ℂ)
  rw [injective_iff_map_eq_zero]
  rintro ⟨ψ, hψ⟩ h0
  have hH := mem_level.1 (Submodule.mem_inf.1 hψ).1
  obtain ⟨hr, hs⟩ := sector_reduction w g t (mem_level.1 (Submodule.mem_inf.1 hψ).2)
  have hu : ψ ∘ Sum.inl = 0 := by
    refine eq_zero_of_chain (T := sectorMatrix w g t p N) (E := E) ?_ ?_ ?_ h0
    · intro i j h
      have hl : lower N i j = 0 := if_neg (by omega)
      rw [entry i j (by omega), hl, mul_zero]
    · intro i j h
      have hl : lower N i j = ((Real.sqrt (j : ℕ) : ℝ) : ℂ) := if_pos h
      have hj : (0 : ℝ) < ((j : ℕ) : ℝ) := Nat.cast_pos.mpr (by omega)
      rw [entry i j (by omega), hl]
      exact mul_ne_zero (Complex.ofReal_ne_zero.mpr hg)
        (Complex.ofReal_ne_zero.mpr (Real.sqrt_pos.mpr hj).ne')
    · rw [← hs, hH]
      rfl
  rw [hu, mulVec_zero, smul_zero] at hr
  apply Subtype.ext
  funext n
  rcases n with n | n
  · exact congrFun hu n
  · exact congrFun hr n
```

The symbol `⊓` is the intersection of two subspaces and `Module.finrank ℂ` is the complex dimension. The theorem says that states with both energy E and parity p span at most one dimension.

Above the diagonal, aᵀa, aᵀ and S all vanish, so T has only the entries of g a there:

T_{n,n+1} = g √(n+1), and T_{ij} = 0 for j > i + 1.

This is the auxiliary statement `entry`. Since g ≠ 0, the chain lemma applies. If the zero-phonon amplitude on the first site vanishes, then u = 0, and v = p S u = 0 as well.

The proof expresses this through the linear map that sends ψ to that single amplitude. The map is injective, so its domain has dimension at most that of ℂ, which is one.

The coupling matters here. For g = 0, w = 2t and N ≥ 1, the odd-parity states built on zero phonons and on one phonon both have energy t.

## Two parities, at most two states

```lean
/-- For nonzero electron-phonon coupling, every eigenspace of the truncated Holstein dimer has
dimension at most two. -/
theorem degeneracy_le_two (w t : ℝ) {g : ℝ} (hg : g ≠ 0) (N : ℕ) (E : ℂ) :
    Module.finrank ℂ ↥(level (holstein w g t N) E) ≤ 2 := by
  obtain ⟨hPP, hPH⟩ := parity_symmetry w g t N
  -- split an eigenvector into its even and odd parts
  have hle : level (holstein w g t N) E ≤
      (level (holstein w g t N) E ⊓ level (parity N) 1) ⊔
        (level (holstein w g t N) E ⊓ level (parity N) (-1)) := by
    intro ψ hψ
    have hP : parity N *ᵥ (parity N *ᵥ ψ) = ψ := by rw [mulVec_mulVec, hPP, one_mulVec]
    have hψ' : parity N *ᵥ ψ ∈ level (holstein w g t N) E := by
      rw [mem_level, mulVec_mulVec, ← hPH, ← mulVec_mulVec, mem_level.1 hψ, mulVec_smul]
    refine Submodule.mem_sup.2 ⟨(1 / 2 : ℂ) • (ψ + parity N *ᵥ ψ),
      Submodule.mem_inf.2 ⟨Submodule.smul_mem _ _ (add_mem hψ hψ'), mem_level.2 ?_⟩,
      (1 / 2 : ℂ) • (ψ - parity N *ᵥ ψ),
      Submodule.mem_inf.2 ⟨Submodule.smul_mem _ _ (sub_mem hψ hψ'), mem_level.2 ?_⟩,
      by module⟩
    · rw [mulVec_smul, mulVec_add, hP]
      module
    · rw [mulVec_smul, mulVec_sub, hP]
      module
  have h1 := Submodule.finrank_mono hle
  have h2 := Submodule.finrank_add_le_finrank_add_finrank
    (level (holstein w g t N) E ⊓ level (parity N) 1)
    (level (holstein w g t N) E ⊓ level (parity N) (-1))
  have h3 := sector_nondegenerate w t hg N E 1
  have h4 := sector_nondegenerate w t hg N E (-1)
  omega

end

end HolsteinDimer
```

Here `hg` is the assumption g ≠ 0, and the conclusion is the bound for every N and every E. If Hψ = Eψ, then

H(Pψ) = P(Hψ) = E(Pψ),

so Pψ has the same energy. Now write

ψ = ½(ψ + Pψ) + ½(ψ − Pψ).

Because P² = 1, the first term has parity +1 and the second parity −1. Both still have energy E. The eigenspace therefore lies in the sum of its two parity sectors, each of dimension at most one, and its dimension is at most two.

In Lean, `hle` is this inclusion, with `⊔` for the sum of subspaces. The facts `h1` to `h4` bound the dimensions, and `omega` adds them up.

```lean
#print axioms HolsteinDimer.degeneracy_le_two
```

```
'HolsteinDimer.degeneracy_le_two' depends on axioms: [propext, Classical.choice, Quot.sound]
```

## The sectors in a diagonalisation

In an exact diagonalisation of this one-electron, one-mode model, the 2(N+1)-dimensional problem becomes two tridiagonal ones of size N+1, for p = +1 and p = −1. The diagonal entries are w n − t p (−1)^n, and the entries beside them are g √(n+1). A normalised eigenvector φ of a sector matrix gives the normalised dimer state with first-site part φ/√2 and second-site part p S φ/√2.

With at most one phonon, the two matrices are

p = +1: [ −t, g ; g, w + t ],

p = −1: [ t, g ; g, w − t ],

and their energies are

p = +1: E = w/2 ± √((w/2 + t)² + g²),

p = −1: E = w/2 ± √((w/2 − t)² + g²).

Within each sector the two energies differ by at least 2|g|. Equal energies can occur only between opposite parities, as they do at t = 0, where the two lists coincide.
